# Born–Mayer repulsion lengthens a bond of curvature at least k > 0 by less than the initial core force divided by k

Take a spring of force constant k, at rest at length R0, and add a repulsion B exp(−bR), with B and b positive, between the atoms at its ends: they are pushed apart with force F = B b exp(−b R0), and the spring stretches until its pull k(R1 − R0) equals the repulsive force that remains at R1. That force is smaller than F, so R1 − R0 < F/k, and the same bound holds for every bond potential that has zero slope at R0 and curvature at least k > 0 at all distances.

In Lean 4 with Mathlib:

```lean
import Mathlib

open Set

namespace BornMayerBondLength

noncomputable section

/-- A bond potential `V` on `R > 0` with first derivative `dV`, second derivative `ddV`,
and curvature at least `k`. -/
def StiffBond (V dV ddV : ℝ → ℝ) (k : ℝ) : Prop :=
  ∀ R : ℝ, 0 < R → HasDerivAt V (dV R) R ∧ HasDerivAt dV (ddV R) R ∧ k ≤ ddV R

/-- The Born-Mayer core-core repulsion energy `B exp(-bR)`. -/
def bornMayer (B b R : ℝ) : ℝ := B * Real.exp (-b * R)

/-- The force `B b exp(-bR)` of the Born-Mayer term, called the core force below; a positive value
pushes the cores apart. -/
def coreForce (B b R : ℝ) : ℝ := B * b * Real.exp (-b * R)

/-- The bond potential with the Born-Mayer energy added. -/
def total (V : ℝ → ℝ) (B b R : ℝ) : ℝ := V R + bornMayer B b R

/-- A stationary point of a potential `W`: a positive distance at which `W` has slope zero. -/
def IsStationary (W : ℝ → ℝ) (R : ℝ) : Prop := 0 < R ∧ HasDerivAt W 0 R

variable {V dV ddV : ℝ → ℝ} {k B b R0 : ℝ}

/-- The slope of the Born-Mayer energy is minus the core force. -/
theorem hasDerivAt_bornMayer (B b R : ℝ) :
    HasDerivAt (bornMayer B b) (-coreForce B b R) R := by
  have h1 : HasDerivAt (fun x : ℝ => -b * x) (-b) R :=
    ((hasDerivAt_id' R).const_mul (-b)).congr_deriv (mul_one _)
  exact (h1.exp.const_mul B).congr_deriv (by unfold coreForce; ring)

/-- The slope of the total potential is the slope of the bond potential minus the core force. -/
theorem hasDerivAt_total (h : StiffBond V dV ddV k) (B b : ℝ) {R : ℝ} (hR : 0 < R) :
    HasDerivAt (total V B b) (dV R - coreForce B b R) R :=
  ((h R hR).1.add (hasDerivAt_bornMayer B b R)).congr_deriv (by ring)

/-- Force balance: a distance is stationary for the total potential exactly when it is positive
and the slope of the bond potential there equals the core force. -/
theorem isStationary_iff (h : StiffBond V dV ddV k) (B b R : ℝ) :
    IsStationary (total V B b) R ↔ 0 < R ∧ dV R = coreForce B b R := by
  constructor
  · rintro ⟨hR, h0⟩
    exact ⟨hR, sub_eq_zero.1 ((hasDerivAt_total h B b hR).unique h0)⟩
  · rintro ⟨hR, he⟩
    exact ⟨hR, (hasDerivAt_total h B b hR).congr_deriv (sub_eq_zero.2 he)⟩

/-- Between two distances the slope of the bond potential grows at least at the rate `k`. -/
theorem slope_gap (h : StiffBond V dV ddV k) {x y : ℝ} (hx : 0 < x) (hxy : x < y) :
    k * (y - x) ≤ dV y - dV x := by
  obtain ⟨c, hc, hcs⟩ := exists_hasDerivAt_eq_slope dV ddV hxy
    (fun z hz => (h z (lt_of_lt_of_le hx hz.1)).2.1.continuousAt.continuousWithinAt)
    (fun z hz => (h z (hx.trans hz.1)).2.1)
  have hk := (h c (hx.trans hc.1)).2.2
  rw [hcs, le_div_iff₀ (sub_pos.2 hxy)] at hk
  exact hk

/-- The slope of the total potential is strictly increasing with distance. -/
theorem netSlope_lt (h : StiffBond V dV ddV k) (hk : 0 < k) (hB : 0 < B) (hb : 0 < b)
    {x y : ℝ} (hx : 0 < x) (hxy : x < y) :
    dV x - coreForce B b x < dV y - coreForce B b y := by
  have h1 := slope_gap h hx hxy
  have h2 : 0 < k * (y - x) := mul_pos hk (sub_pos.2 hxy)
  have h3 : Real.exp (-b * y) < Real.exp (-b * x) := Real.exp_lt_exp.2 (by nlinarith)
  have h4 : coreForce B b y < coreForce B b x :=
    mul_lt_mul_of_pos_left h3 (mul_pos hB hb)
  linarith

/-- With Born-Mayer repulsion added, a bond of curvature at least `k` has exactly one stationary
distance `R1`; it is longer than `R0`, by less than the core force at `R0` divided by `k`. -/
theorem bond_elongation (h : StiffBond V dV ddV k) (hk : 0 < k) (hB : 0 < B) (hb : 0 < b)
    (hR0 : 0 < R0) (h0 : dV R0 = 0) :
    ∃ R1, IsStationary (total V B b) R1 ∧ (∀ R, IsStationary (total V B b) R → R = R1) ∧
      R0 < R1 ∧ R1 < R0 + B * b * Real.exp (-b * R0) / k := by
  have hF : 0 < coreForce B b R0 := mul_pos (mul_pos hB hb) (Real.exp_pos _)
  change ∃ R1, _ ∧ _ ∧ R0 < R1 ∧ R1 < R0 + coreForce B b R0 / k
  obtain ⟨S, hS⟩ : ∃ S, S = R0 + coreForce B b R0 / k := ⟨_, rfl⟩
  rw [← hS]
  have hRS : R0 < S := by
    have := div_pos hF hk
    linarith
  have hkS : k * (S - R0) = coreForce B b R0 := by
    rw [hS]
    field_simp
    ring
  -- the net slope is positive at the upper end
  have hpos : 0 < dV S - coreForce B b S := by
    have h1 := slope_gap h hR0 hRS
    have h3 : Real.exp (-b * S) < Real.exp (-b * R0) := Real.exp_lt_exp.2 (by nlinarith)
    have h4 : coreForce B b S < coreForce B b R0 :=
      mul_lt_mul_of_pos_left h3 (mul_pos hB hb)
    linarith
  have hneg : dV R0 - coreForce B b R0 < 0 := by linarith
  have hc : Continuous (coreForce B b) := by
    change Continuous (fun R : ℝ => B * b * Real.exp (-b * R))
    fun_prop
  have hcont : ContinuousOn (fun R => dV R - coreForce B b R) (Icc R0 S) := fun z hz =>
    ((h z (lt_of_lt_of_le hR0 hz.1)).2.1.continuousAt.sub hc.continuousAt).continuousWithinAt
  obtain ⟨R1, hR1, hz⟩ := intermediate_value_Ioo hRS.le hcont ⟨hneg, hpos⟩
  have hz' : dV R1 - coreForce B b R1 = 0 := hz
  have hp : 0 < R1 := hR0.trans hR1.1
  refine ⟨R1, (isStationary_iff h B b R1).2 ⟨hp, sub_eq_zero.1 hz'⟩, ?_, hR1.1, hR1.2⟩
  -- a strictly increasing slope vanishes only once
  intro R hR
  obtain ⟨hRp, hRe⟩ := (isStationary_iff h B b R).1 hR
  rcases lt_trichotomy R R1 with hl | he | hg
  · have := netSlope_lt h hk hB hb hRp hl
    linarith
  · exact he
  · have := netSlope_lt h hk hB hb hp hg
    linarith

/-- A stationary distance of the total potential is its strict global minimum on `R > 0`. -/
theorem stationary_is_minimum (h : StiffBond V dV ddV k) (hk : 0 < k) (hB : 0 < B) (hb : 0 < b)
    {R1 R : ℝ} (h1 : IsStationary (total V B b) R1) (hR : 0 < R) (hne : R ≠ R1) :
    total V B b R1 < total V B b R := by
  obtain ⟨hp, he⟩ := (isStationary_iff h B b R1).1 h1
  -- mean value theorem for the total potential
  have mvt : ∀ x y : ℝ, 0 < x → x < y → ∃ c ∈ Ioo x y,
      (dV c - coreForce B b c) * (y - x) = total V B b y - total V B b x := by
    intro x y hx hxy
    obtain ⟨c, hc, hs⟩ := exists_hasDerivAt_eq_slope (total V B b)
      (fun z => dV z - coreForce B b z) hxy
      (fun z hz => (hasDerivAt_total h B b
        (lt_of_lt_of_le hx hz.1)).continuousAt.continuousWithinAt)
      (fun z hz => hasDerivAt_total h B b (hx.trans hz.1))
    exact ⟨c, hc, (eq_div_iff (sub_pos.2 hxy).ne').1 hs⟩
  rcases lt_or_gt_of_ne hne with hl | hg
  · obtain ⟨c, hc, hs⟩ := mvt R R1 hR hl
    have hn := netSlope_lt h hk hB hb (hR.trans hc.1) hc.2
    have := mul_neg_of_neg_of_pos (show dV c - coreForce B b c < 0 by linarith) (sub_pos.2 hl)
    linarith
  · obtain ⟨c, hc, hs⟩ := mvt R1 R hp hg
    have hn := netSlope_lt h hk hB hb hp hc.1
    have := mul_pos (show 0 < dV c - coreForce B b c by linarith) (sub_pos.2 hg)
    linarith

/-- If the curvature of the bond potential is at most `K` for `R ≥ R0`, the elongation exceeds
`F / (K + b F)`, where `F` is the core force at `R0`. -/
theorem elongation_lower_bound (h : StiffBond V dV ddV k) (hk : 0 < k) (hB : 0 < B) (hb : 0 < b)
    (hR0 : 0 < R0) (h0 : dV R0 = 0) {K R1 : ℝ} (hK : ∀ R, R0 ≤ R → ddV R ≤ K)
    (h1 : IsStationary (total V B b) R1) :
    coreForce B b R0 / (K + b * coreForce B b R0) < R1 - R0 := by
  have hF : 0 < coreForce B b R0 := mul_pos (mul_pos hB hb) (Real.exp_pos _)
  obtain ⟨R', _, huniq, hlt', _⟩ := bond_elongation h hk hB hb hR0 h0
  have hlt : R0 < R1 := by rw [huniq R1 h1]; exact hlt'
  have he := ((isStationary_iff h B b R1).1 h1).2
  have hKp : 0 < K := lt_of_lt_of_le hk ((h R0 hR0).2.2.trans (hK R0 le_rfl))
  obtain ⟨c, hc, hs⟩ := exists_hasDerivAt_eq_slope dV ddV hlt
    (fun z hz => (h z (lt_of_lt_of_le hR0 hz.1)).2.1.continuousAt.continuousWithinAt)
    (fun z hz => (h z (hR0.trans hz.1)).2.1)
  have hup := hK c hc.1.le
  rw [hs, div_le_iff₀ (sub_pos.2 hlt)] at hup
  -- the core force lies above its tangent at `R0`
  have hsplit : coreForce B b R1 = coreForce B b R0 * Real.exp (-b * (R1 - R0)) := by
    unfold coreForce
    rw [mul_assoc (B * b), ← Real.exp_add]
    congr 2
    ring
  have hbd : 0 < b * (R1 - R0) := mul_pos hb (sub_pos.2 hlt)
  have hexp : -b * (R1 - R0) + 1 < Real.exp (-b * (R1 - R0)) :=
    Real.add_one_lt_exp (by linarith)
  have hm := mul_lt_mul_of_pos_left hexp hF
  rw [div_lt_iff₀ (add_pos hKp (mul_pos hb hF))]
  linarith

/-- A larger Born-Mayer prefactor at the same `b` gives a longer stationary bond length. -/
theorem bond_length_strictMono (h : StiffBond V dV ddV k) (hk : 0 < k) (hB : 0 < B) (hb : 0 < b)
    {B' R1 R2 : ℝ} (hBB : B < B') (h1 : IsStationary (total V B b) R1)
    (h2 : IsStationary (total V B' b) R2) : R1 < R2 := by
  obtain ⟨_, e1⟩ := (isStationary_iff h B b R1).1 h1
  obtain ⟨p2, e2⟩ := (isStationary_iff h B' b R2).1 h2
  have hf : coreForce B b R2 < coreForce B' b R2 :=
    mul_lt_mul_of_pos_right (mul_lt_mul_of_pos_right hBB hb) (Real.exp_pos _)
  by_contra hcon
  rcases lt_or_eq_of_le (not_lt.1 hcon) with hl | he
  · have := netSlope_lt h hk hB hb p2 hl
    linarith
  · rw [he] at e2 hf
    linarith

/-- The harmonic bond `k (R - R0)² / 2` is a bond potential with curvature at least `k`. -/
theorem stiffBond_witness (k R0 : ℝ) :
    StiffBond (fun R => k / 2 * (R - R0) ^ 2) (fun R => k * (R - R0)) (fun _ => k) k := by
  intro R _
  have h1 : HasDerivAt (fun x : ℝ => x - R0) 1 R := (hasDerivAt_id' R).sub_const R0
  have e : (fun x : ℝ => k / 2 * (x - R0) ^ 2) = fun x => k / 2 * ((x - R0) * (x - R0)) := by
    funext x
    ring
  have hV : HasDerivAt (fun x : ℝ => k / 2 * (x - R0) ^ 2) (k * (R - R0)) R := by
    rw [e]
    exact ((h1.fun_mul h1).const_mul (k / 2)).congr_deriv (by ring)
  exact ⟨hV, (h1.const_mul k).congr_deriv (mul_one k), le_rfl⟩

/-- For a harmonic bond with force constant `k`, the total potential has a stationary distance
whose elongation lies between `F / (k + b F)` and `F / k`, with `F` the core force at `R0`. -/
theorem harmonic_elongation (hk : 0 < k) (hB : 0 < B) (hb : 0 < b) (hR0 : 0 < R0) :
    ∃ R1, IsStationary (total (fun R => k / 2 * (R - R0) ^ 2) B b) R1 ∧
      coreForce B b R0 / (k + b * coreForce B b R0) < R1 - R0 ∧
      R1 - R0 < coreForce B b R0 / k := by
  have h := stiffBond_witness k R0
  have h0 : (fun R : ℝ => k * (R - R0)) R0 = 0 := by simp
  obtain ⟨R1, hs, _, _, hu⟩ := bond_elongation h hk hB hb hR0 h0
  have hu' : R1 < R0 + coreForce B b R0 / k := hu
  exact ⟨R1, hs, elongation_lower_bound h hk hB hb hR0 h0 (fun _ _ => le_rfl) hs,
    by linarith⟩

end

end BornMayerBondLength
```

```lean
#print axioms BornMayerBondLength.bond_elongation
#print axioms BornMayerBondLength.stationary_is_minimum
#print axioms BornMayerBondLength.bond_length_strictMono
#print axioms BornMayerBondLength.harmonic_elongation
```

```
'BornMayerBondLength.bond_elongation' depends on axioms: [propext, Classical.choice, Quot.sound]
'BornMayerBondLength.stationary_is_minimum' depends on axioms: [propext, Classical.choice, Quot.sound]
'BornMayerBondLength.bond_length_strictMono' depends on axioms: [propext, Classical.choice, Quot.sound]
'BornMayerBondLength.harmonic_elongation' depends on axioms: [propext, Classical.choice, Quot.sound]
```

## One stationary distance, between R0 and R0 + F/k

Let V(R) be the energy of a bond of length R > 0, and write

W(R) = V(R) + B exp(−bR),
f(R) = B b exp(−bR),
F = f(R0).

In the file these are `V`, `total V B b`, `coreForce B b` and `coreForce B b R0`; the added energy alone is `bornMayer B b`.

The hypothesis `StiffBond V dV ddV k` says that at every R > 0 the function V has derivative `dV R`, that `dV` has derivative `ddV R`, and that `ddV R` is at least k. Nothing is required of V at R ≤ 0, and V″ need not be continuous. `IsStationary W R` says that R is positive and that W has a derivative at R equal to zero, so a point where the derivative is missing does not count.

The main theorem, `bond_elongation`, assumes such a bond with k, B, b and R0 positive and V′(R0) = 0. It states that W has a stationary distance R1, that every stationary distance of W equals R1, and that

R0 < R1 < R0 + F/k.

Both inequalities are strict. Four further theorems describe this point:

- `stationary_is_minimum`: W(R1) < W(R) for every other R > 0.
- `bond_length_strictMono`: a larger B at the same b gives a larger R1.
- `elongation_lower_bound`: if V″ ≤ K for all R ≥ R0, then R1 − R0 > F/(K + bF).
- `harmonic_elongation`: for the spring V = k(R − R0)²/2, the elongation lies strictly between F/(k + bF) and F/k.

## Overlapping cores and a bond that never softens below k

An effective core potential removes the core electrons of an atom and leaves a core with a net charge. Two such cores are usually taken to repel each other as point charges. When the cores are large enough to overlap, that term can be too weak, and a short-range correction of Born–Mayer form may be added. Here V stands for everything else, that is, the electronic energy and the point-charge repulsion. The condition B > 0 says that the correction is repulsive, and b > 0 says that it decays with distance, over a length 1/b. Both are given parameters; the theorems do not derive them from the core densities.

The constant k is a lower bound on the stiffness of the uncorrected bond, and requiring it at every distance is a strong idealisation. With k > 0 such a V grows at least quadratically at large R, whereas the energy of a bond that dissociates levels off. A Morse curve, for instance, has V″ < 0 beyond its inflection point and does not satisfy `StiffBond` with k > 0. The existence argument below uses the curvature only between R0 and R0 + F/k, so it can be repeated for a real bond whose curvature stays above k on that interval, though a second stationary point further out is then possible.

For electronic structure work, the result bounds how far a core-core correction can shift an equilibrium distance, in a model with one bond coordinate and a uniformly convex potential.

## Why the forces balance exactly once

**Force balance.** The slope of the added energy is

d/dR [B exp(−bR)] = −B b exp(−bR) = −f(R),

which is `hasDerivAt_bornMayer`. Hence W′(R) = V′(R) − f(R), which is `hasDerivAt_total`, and R > 0 is stationary exactly when V′(R) = f(R), which is `isStationary_iff`.

**The net slope increases.** Let 0 < x < y. By the mean value theorem there is a c between x and y with

V′(y) − V′(x) = V″(c)(y − x) ≥ k(y − x) > 0.

The first inequality is `slope_gap`. Since B and b are positive, also f(y) < f(x). Therefore

V′(x) − f(x) < V′(y) − f(y),

which is `netSlope_lt`.

**The sign changes.** At R0 the net slope is 0 − F < 0. Put S = R0 + F/k. Then

V′(S) ≥ V′(R0) + k(S − R0) = F,
f(S) < f(R0) = F,

so the net slope at S is positive. It is continuous, so it vanishes at some R1 strictly between R0 and S. In `bond_elongation` the two signs are `hneg` and `hpos`, and `intermediate_value_Ioo` supplies R1 in the open interval, which is where the strict bounds come from. A strictly increasing function vanishes at most once, so R1 is the only stationary distance; the proof compares any other candidate with R1 through `lt_trichotomy` and rules out both unequal cases by `netSlope_lt`.

**The point is a minimum.** For R ≠ R1, the mean value theorem applied to W gives a c between R and R1 with

W(R) − W(R1) = [V′(c) − f(c)](R − R1).

The net slope is negative to the left of R1 and positive to the right, so both factors have the same sign and the product is positive. `stationary_is_minimum` treats the two sides separately.

**A larger B gives a longer bond.** Let R2 be stationary for a prefactor B′ > B. At R2 the slope V′ equals the larger core force and so exceeds f(R2), which means that the net slope for B is positive there. It is zero at R1 and increasing, so R1 < R2. `bond_length_strictMono` reaches this by contradiction, excluding R2 < R1 and R2 = R1 in turn.

## A lower bound from the tangent of the exponential

Suppose that V″ ≤ K for R ≥ R0, and write d = R1 − R0 > 0. The mean value theorem and force balance give

F exp(−bd) = f(R1) = V′(R1) − V′(R0) ≤ K d.

The exponential lies strictly above its tangent at zero, so exp(−bd) > 1 − bd. Hence

F(1 − bd) < K d,
F < (K + bF) d,
d > F/(K + bF).

In `elongation_lower_bound`, `hsplit` is the factorisation f(R1) = F exp(−bd), and `Real.add_one_lt_exp` is the tangent inequality. For the spring, V″ = k everywhere, as `stiffBond_witness` records, so K = k is allowed and both bounds apply. They are close together when bF is small compared with k, that is, when the core force changes slowly with distance compared with the spring force.

## The two bounds as Newton steps in a geometry optimisation

The correction depends only on the positions of the nuclei. At a fixed geometry it therefore leaves the wavefunction unchanged: a program adds B exp(−bR) to the total energy and −B b exp(−bR) to the derivative along the bond. In quantum Monte Carlo with fixed nuclei it is a constant added to the local energy. An existing scan of V(R) can be corrected point by point without a new electronic calculation.

Suppose now that an optimiser starts from the uncorrected minimum R0 of the harmonic bond. The gradient there is −F. If the program keeps the old second derivative k, its first Newton step has length F/k, which overshoots the new minimum. If it includes the second derivative of the correction, B b² exp(−b R0) = bF, the step has length F/(k + bF), which falls short. These are the two bounds in `harmonic_elongation`, so the converged bond length lies strictly between the two trial geometries.
